# Exact aliasing error of 2D multipole moments sampled on a circle around the charges

## Two sampling points

In two-dimensional electrostatics a point charge stands for a uniformly charged straight line perpendicular to the plane, and its field falls off as 1/r. Put one unit charge at z in the complex plane, with |z| < R. In suitable units its field components combine into E_x − iE_y = 1/(w − z). Measure this at the two points w = R and w = −R. Multiply each value by w and average:

½ [ R/(R − z) + (−R)/(−R − z) ] = ½ [ R/(R − z) + R/(R + z) ] = 1/(1 − (z/R)²).

The exact total charge is 1. Each sample alone has an error of first order in z/R, but these errors have opposite signs and cancel. What remains is a known factor containing (z/R)². With N points the same cancellation leaves (z/R)^N.

## Moments from field values

For charges q_i at positions z_i in the plane, in units where a unit charge has potential −log r, the field components combine into

E(w) = E_x − iE_y = ∑_i q_i/(w − z_i).

For |w| larger than every |z_i| this expands as E(w) = ∑_k M_k/w^(k+1), summed over k ≥ 0, with multipole moments

M_k = ∑_i q_i z_i^k.

The average of w^(k+1) E(w) over the full circle |w| = R, centred at the origin with all charges inside, is M_k. A computation replaces it by an average over N equally spaced points,

w_j = R exp(2πij/N), j = 0, …, N − 1,

A_k = (1/N) ∑_j w_j^(k+1) E(w_j).

## The statement and its Lean form

If |z_i| < R for every charge and 0 ≤ k < N, then

A_k = ∑_i q_i z_i^k/(1 − (z_i/R)^N).

This is `extracted_eq`. The charges are labelled by a finite type `ι`, and `q` and `z` assign a complex strength and a position to each label; physical charges are the case of real `q`. The definitions `field`, `node`, `moment` and `extracted` are E, w_j, M_k and A_k. The moment carries no factor 1/k, which would appear in the expansion of the potential.

The hypothesis `hz` places every charge strictly inside the circle, and `hk : k < N` also ensures at least one sampling point. The restriction on k matters: for N = 1 and k = 1, a unit charge gives R/(1 − z/R), not z/(1 − z/R).

The model has exact field values, point charges and two dimensions. Measurement noise and three-dimensional multipoles are not treated.

## Derivation

**Power sums.** Let ζ = exp(2πi/N), so that w_j = Rζ^j. Then ∑_j w_j^m = R^m ∑_j (ζ^m)^j. If N divides m, every term is 1 and the result is N R^m. Otherwise ζ^m ≠ 1, and the geometric sum is (ζ^(mN) − 1)/(ζ^m − 1) = 0.

**One charge.** Every node satisfies w_j^N = R^N. The factorisation

w_j^N − z^N = (w_j − z) ∑_m w_j^m z^(N−1−m), m = 0, …, N − 1,

therefore gives, when z^N ≠ R^N,

w_j^(k+1)/(w_j − z) = ∑_m w_j^(k+1+m) z^(N−1−m)/(R^N − z^N).

Now sum over j. The exponents k + 1 + m run from k + 1 to k + N, and the only multiple of N among them is N itself, at m = N − 1 − k. The accompanying power of z is z^k, so

∑_j w_j^(k+1)/(w_j − z) = N R^N z^k/(R^N − z^N).

Nothing here requires z to lie inside the circle, only z^N ≠ R^N. For |z| < R that condition is automatic, since |z|^N < R^N.

**All charges.** Divide the sum by N, then divide the numerator and denominator of the fraction by R^N. Multiplying by q_i and summing over i gives the stated formula.

**The error.** Write u_i = (z_i/R)^N. Since 1/(1 − u_i) − 1 = u_i/(1 − u_i),

A_k − M_k = ∑_i q_i z_i^k u_i/(1 − u_i).

If all |z_i| ≤ ρR with 0 ≤ ρ < 1, then |u_i| ≤ ρ^N and |1 − u_i| ≥ 1 − ρ^N, hence

|A_k − M_k| ≤ (∑_i |q_i| |z_i|^k) ρ^N/(1 − ρ^N).

A single charge at z = ρR has u = ρ^N and gives equality. For fixed k and fixed charges, every u_i tends to 0 as N grows, so A_k tends to M_k.

The word aliasing becomes literal if 1/(1 − u_i) is expanded as a geometric series: A_k = M_k + M_(k+N)/R^N + M_(k+2N)/R^(2N) + …, so higher moments are mistaken for the one sought. The file works with the closed form and does not state this series.

## Four points by hand

Take q = 1, z = 1, R = 2, N = 4 and k = 1. The nodes are 2, 2i, −2 and −2i, and the values of w²/(w − 1) are

4, (4 + 8i)/5, −4/3, (4 − 8i)/5.

Their sum is 64/15 and their average 16/15. The formula gives 1/(1 − 1/16) = 16/15. The true moment is 1, so the error is 1/15, which equals the bound for ρ = 1/2. Eight points reduce it to 1/255.

## In a multipole code

If the charges and their positions are known, M_k = ∑_i q_i z_i^k can be summed directly, with no aliasing. Sampling is useful to a program that has only the field values at the nodes. It obtains all orders k < N from one discrete Fourier transform:

A_k = R^(k+1) · (1/N) ∑_j E(w_j) exp(2πij(k+1)/N).

This is an inverse FFT with the 1/N factor, read at index k + 1 modulo N. If ρ is known, the bound gives a number of points N > k that is enough for a chosen error factor. For ρ = 1/2 the error factor is 1/(2^N − 1), and N = 20 brings it below 10⁻⁶. This factor multiplies ∑_i |q_i| |z_i|^k, which can be much larger than |M_k| when the contributions of different charges cancel. A larger circle lowers the aliasing bound, because the same charges then have a smaller ρ, but an error of size δ in the field values can change A_k by as much as R^(k+1) δ.

## The Lean file

```lean
import Mathlib

open Finset Filter

namespace MultipoleExtraction

noncomputable section

variable {ι : Type*} [Fintype ι]

/-- The complex field at `w` of point charges `q i` located at `z i` in the plane. -/
def field (q z : ι → ℂ) (w : ℂ) : ℂ := ∑ i, q i / (w - z i)

/-- The `j`-th of `N` equally spaced sampling points on the circle of radius `R`. -/
def node (R : ℝ) (N j : ℕ) : ℂ :=
  (R : ℂ) * Complex.exp (2 * Real.pi * Complex.I * j / N)

/-- The multipole moment of order `k` of the charges. -/
def moment (q z : ι → ℂ) (k : ℕ) : ℂ := ∑ i, q i * z i ^ k

/-- The numerical moment of order `k`: the average of `w ^ (k + 1)` times the field
over the `N` sampling points. -/
def extracted (q z : ι → ℂ) (R : ℝ) (N k : ℕ) : ℂ :=
  (∑ j ∈ range N, node R N j ^ (k + 1) * field q z (node R N j)) / N

/-- Powers of a sampling point in terms of the basic `N`-th root of unity. -/
theorem node_pow (R : ℝ) (N j m : ℕ) :
    node R N j ^ m =
      (R : ℂ) ^ m * (Complex.exp (2 * Real.pi * Complex.I / N) ^ m) ^ j := by
  have h : Complex.exp (2 * Real.pi * Complex.I * j / N)
      = Complex.exp (2 * Real.pi * Complex.I / N) ^ j := by
    rw [← Complex.exp_nat_mul]
    congr 1
    ring
  unfold node
  rw [h, mul_pow, ← pow_mul, ← pow_mul, mul_comm j m]

/-- Discrete orthogonality on the circle: the `m`-th powers of the sampling points add up
to `N * R ^ m` if `N` divides `m`, and to zero otherwise. -/
theorem node_power_sum (R : ℝ) {N : ℕ} (hN : N ≠ 0) (m : ℕ) :
    ∑ j ∈ range N, node R N j ^ m = if N ∣ m then (N : ℂ) * (R : ℂ) ^ m else 0 := by
  have hζ := Complex.isPrimitiveRoot_exp N hN
  simp_rw [node_pow]
  rw [← Finset.mul_sum]
  split_ifs with h
  · rw [(hζ.pow_eq_one_iff_dvd m).2 h]
    simp [mul_comm]
  · have h1 : Complex.exp (2 * Real.pi * Complex.I / N) ^ m ≠ 1 :=
      fun h' => h ((hζ.pow_eq_one_iff_dvd m).1 h')
    rw [geom_sum_eq h1, ← pow_mul, mul_comm m N, pow_mul, hζ.pow_eq_one]
    simp

/-- For `k < N`, the sampled sum for one unit charge at `z`, inside or outside the circle, as long
as `z ^ N` differs from `R ^ N`. -/
theorem single_charge_sum {R : ℝ} {N k : ℕ} (hk : k < N) {z : ℂ}
    (hz : z ^ N ≠ (R : ℂ) ^ N) :
    ∑ j ∈ range N, node R N j ^ (k + 1) / (node R N j - z)
      = N * ((R : ℂ) ^ N * z ^ k / ((R : ℂ) ^ N - z ^ N)) := by
  have hN : N ≠ 0 := by omega
  have hD : (R : ℂ) ^ N - z ^ N ≠ 0 := sub_ne_zero.2 hz.symm
  -- the finite geometric identity removes the pole
  have key : ∀ j, node R N j ^ (k + 1) / (node R N j - z)
      = (∑ m ∈ range N, node R N j ^ (k + 1 + m) * z ^ (N - 1 - m))
        / ((R : ℂ) ^ N - z ^ N) := by
    intro j
    have hw : node R N j ^ N = (R : ℂ) ^ N := by
      rw [node_pow, (Complex.isPrimitiveRoot_exp N hN).pow_eq_one, one_pow, mul_one]
    have hne : node R N j - z ≠ 0 := by
      intro h
      apply hz
      rw [← sub_eq_zero.1 h, hw]
    have g := geom_sum₂_mul (node R N j) z N
    rw [hw] at g
    have hs : ∑ m ∈ range N, node R N j ^ (k + 1 + m) * z ^ (N - 1 - m)
        = node R N j ^ (k + 1) * ∑ m ∈ range N, node R N j ^ m * z ^ (N - 1 - m) := by
      rw [Finset.mul_sum]
      refine Finset.sum_congr rfl fun m _ => ?_
      rw [pow_add _ (k + 1) m, mul_assoc]
    rw [div_eq_div_iff hne hD, hs]
    linear_combination (-(node R N j ^ (k + 1))) * g
  rw [Finset.sum_congr rfl (fun j _ => key j), ← Finset.sum_div, Finset.sum_comm]
  simp_rw [← Finset.sum_mul, node_power_sum R hN]
  -- only the power `N` survives the average
  rw [Finset.sum_eq_single (N - 1 - k)]
  · have e1 : k + 1 + (N - 1 - k) = N := by omega
    have e2 : N - 1 - (N - 1 - k) = k := by omega
    rw [e1, e2, if_pos (dvd_refl N)]
    ring
  · intro m hm hne
    have hm' := Finset.mem_range.1 hm
    rw [if_neg, zero_mul]
    rintro ⟨c, hc⟩
    rcases c with _ | _ | c
    · simp at hc
    · simp only [zero_add, mul_one] at hc
      omega
    · have h2 : N * (c + 1 + 1) = N * c + 2 * N := by ring
      rw [h2] at hc
      omega
  · intro h
    exact absurd (Finset.mem_range.2 (by omega)) h

/-- For `N ≠ 0`, a point `z` strictly inside the circle of radius `R` has `z ^ N` different from `R
^ N`. -/
theorem pow_ne_of_inside {R : ℝ} {N : ℕ} (hN : N ≠ 0) {z : ℂ} (hz : ‖z‖ < R) :
    z ^ N ≠ (R : ℂ) ^ N := by
  intro h
  have h1 := congrArg norm h
  rw [norm_pow, norm_pow, Complex.norm_real,
    Real.norm_of_nonneg ((norm_nonneg z).trans hz.le)] at h1
  exact (pow_lt_pow_left₀ hz (norm_nonneg z) hN).ne h1

/-- For charges inside the sampling circle and `k < N`, the numerical moment is the sum of
the contributions `q z ^ k`, each divided by `1 - (z / R) ^ N`. -/
theorem extracted_eq (q z : ι → ℂ) {R : ℝ} {N k : ℕ} (hk : k < N)
    (hz : ∀ i, ‖z i‖ < R) :
    extracted q z R N k = ∑ i, q i * z i ^ k / (1 - (z i / R) ^ N) := by
  have hN : N ≠ 0 := by omega
  have hN' : (N : ℂ) ≠ 0 := Nat.cast_ne_zero.2 hN
  have hswap : ∑ j ∈ range N, node R N j ^ (k + 1) * field q z (node R N j)
      = ∑ i, q i * ∑ j ∈ range N, node R N j ^ (k + 1) / (node R N j - z i) := by
    simp_rw [field, Finset.mul_sum]
    rw [Finset.sum_comm]
    refine Finset.sum_congr rfl fun i _ => Finset.sum_congr rfl fun j _ => ?_
    ring
  rw [extracted, hswap, Finset.sum_div]
  refine Finset.sum_congr rfl fun i _ => ?_
  have hR : (R : ℂ) ^ N ≠ 0 :=
    pow_ne_zero _ (Complex.ofReal_ne_zero.2 ((norm_nonneg _).trans_lt (hz i)).ne')
  have e : 1 - (z i / R) ^ N = ((R : ℂ) ^ N - z i ^ N) / (R : ℂ) ^ N := by
    rw [div_pow, sub_div, div_self hR]
  rw [single_charge_sum hk (pow_ne_of_inside hN (hz i)), e, div_div_eq_mul_div,
    mul_left_comm, mul_div_cancel_left₀ _ hN']
  ring

/-- The exact aliasing error of the numerical moment, charge by charge, for charges inside the
sampling circle and `k < N`. -/
theorem aliasing_error (q z : ι → ℂ) {R : ℝ} {N k : ℕ} (hk : k < N)
    (hz : ∀ i, ‖z i‖ < R) :
    extracted q z R N k - moment q z k
      = ∑ i, q i * z i ^ k * ((z i / R) ^ N / (1 - (z i / R) ^ N)) := by
  rw [extracted_eq q z hk hz, moment, ← Finset.sum_sub_distrib]
  refine Finset.sum_congr rfl fun i _ => ?_
  have hR : (R : ℂ) ≠ 0 :=
    Complex.ofReal_ne_zero.2 ((norm_nonneg _).trans_lt (hz i)).ne'
  have hd : 1 - (z i / R) ^ N ≠ 0 := by
    intro h
    apply pow_ne_of_inside (by omega : N ≠ 0) (hz i)
    rw [div_pow] at h
    exact ((div_eq_one_iff_eq (pow_ne_zero N hR)).1 (sub_eq_zero.1 h).symm)
  generalize (z i / (R : ℂ)) ^ N = u at hd ⊢
  rw [← mul_div_assoc, eq_div_iff hd, sub_mul, div_mul_cancel₀ _ hd]
  ring

/-- If `k < N` and all charges lie within radius `ρ R` with `0 ≤ ρ < 1`, the aliasing error is at
most `ρ ^ N / (1 - ρ ^ N)` times the sum of `|q| |z| ^ k`. -/
theorem aliasing_bound (q z : ι → ℂ) {R ρ : ℝ} {N k : ℕ} (hk : k < N) (hR : 0 < R)
    (h0 : 0 ≤ ρ) (h1 : ρ < 1) (hz : ∀ i, ‖z i‖ ≤ ρ * R) :
    ‖extracted q z R N k - moment q z k‖
      ≤ (∑ i, ‖q i‖ * ‖z i‖ ^ k) * (ρ ^ N / (1 - ρ ^ N)) := by
  have hρ : ρ ^ N < 1 := pow_lt_one₀ h0 h1 (by omega)
  rw [aliasing_error q z hk (fun i => (hz i).trans_lt (by nlinarith)), Finset.sum_mul]
  refine (norm_sum_le _ _).trans (Finset.sum_le_sum fun i _ => ?_)
  have hu : ‖(z i / (R : ℂ)) ^ N‖ ≤ ρ ^ N := by
    rw [norm_pow, norm_div, Complex.norm_real, Real.norm_of_nonneg hR.le]
    exact pow_le_pow_left₀ (by positivity) ((div_le_iff₀ hR).2 (hz i)) N
  have hl := norm_sub_norm_le (1 : ℂ) ((z i / (R : ℂ)) ^ N)
  rw [norm_one] at hl
  rw [norm_mul, norm_mul, norm_pow (z i) k, norm_div]
  exact mul_le_mul_of_nonneg_left
    (div_le_div₀ (by positivity) hu (by linarith) (by linarith)) (by positivity)

/-- For `k < N` and `0 ≤ ρ < 1`, a single charge at the point `ρ R` of the real axis attains the
aliasing bound. -/
theorem aliasing_bound_attained (q : ℂ) {R ρ : ℝ} {N k : ℕ} (hk : k < N) (hR : 0 < R)
    (h0 : 0 ≤ ρ) (h1 : ρ < 1) :
    ‖extracted (fun _ : Unit => q) (fun _ => ((ρ * R : ℝ) : ℂ)) R N k
        - moment (fun _ : Unit => q) (fun _ => ((ρ * R : ℝ) : ℂ)) k‖
      = ‖q‖ * (ρ * R) ^ k * (ρ ^ N / (1 - ρ ^ N)) := by
  have hρ : ρ ^ N < 1 := pow_lt_one₀ h0 h1 (by omega)
  have hin : ‖((ρ * R : ℝ) : ℂ)‖ < R := by
    rw [Complex.norm_real, Real.norm_of_nonneg (by positivity)]
    nlinarith
  have hq : ((ρ * R : ℝ) : ℂ) / (R : ℂ) = (ρ : ℂ) := by
    rw [← Complex.ofReal_div, mul_div_cancel_right₀ _ hR.ne']
  have hc : (ρ : ℂ) ^ N / (1 - (ρ : ℂ) ^ N) = ((ρ ^ N / (1 - ρ ^ N) : ℝ) : ℂ) := by
    push_cast
    rfl
  have hpos : 0 ≤ ρ ^ N / (1 - ρ ^ N) := div_nonneg (by positivity) (by linarith)
  rw [aliasing_error _ _ hk (fun _ => hin), Fintype.sum_unique, hq, hc, norm_mul, norm_mul,
    norm_pow, Complex.norm_real, Complex.norm_real, Real.norm_of_nonneg hpos,
    Real.norm_of_nonneg (mul_nonneg h0 hR.le)]

/-- For charges inside the circle, the numerical moment of each fixed order tends to the
true moment as the number of sampling points grows. -/
theorem extracted_tendsto (q z : ι → ℂ) {R : ℝ} (k : ℕ) (hz : ∀ i, ‖z i‖ < R) :
    Tendsto (fun N => extracted q z R N k) atTop (nhds (moment q z k)) := by
  have hlim : Tendsto (fun N : ℕ => ∑ i, q i * z i ^ k / (1 - (z i / (R : ℂ)) ^ N))
      atTop (nhds (∑ i, q i * z i ^ k)) := by
    refine tendsto_finsetSum _ fun i _ => ?_
    have hR : 0 < R := (norm_nonneg _).trans_lt (hz i)
    have hu : ‖z i / (R : ℂ)‖ < 1 := by
      rw [norm_div, Complex.norm_real, Real.norm_of_nonneg hR.le]
      exact (div_lt_one hR).2 (hz i)
    have h1 : Tendsto (fun N : ℕ => 1 - (z i / (R : ℂ)) ^ N) atTop (nhds (1 - 0)) :=
      tendsto_const_nhds.sub (tendsto_pow_atTop_nhds_zero_of_norm_lt_one hu)
    rw [sub_zero] at h1
    have h2 := (tendsto_const_nhds (x := q i * z i ^ k)).div h1 one_ne_zero
    rw [div_one] at h2
    exact h2
  refine hlim.congr' ?_
  filter_upwards [eventually_gt_atTop k] with N hN
  exact (extracted_eq q z hN hz).symm

end

end MultipoleExtraction
```

```lean
#print axioms MultipoleExtraction.aliasing_error
#print axioms MultipoleExtraction.aliasing_bound
#print axioms MultipoleExtraction.aliasing_bound_attained
#print axioms MultipoleExtraction.extracted_tendsto
```

```
'MultipoleExtraction.aliasing_error' depends on axioms: [propext, Classical.choice, Quot.sound]
'MultipoleExtraction.aliasing_bound' depends on axioms: [propext, Classical.choice, Quot.sound]
'MultipoleExtraction.aliasing_bound_attained' depends on axioms: [propext, Classical.choice, Quot.sound]
'MultipoleExtraction.extracted_tendsto' depends on axioms: [propext, Classical.choice, Quot.sound]
```

## How the proof follows the derivation

`node_pow` writes powers of a node as powers of ζ. `node_power_sum` then splits on whether N divides m. Mathlib's result that ζ is a primitive N-th root of unity turns divisibility into ζ^m = 1, and `geom_sum_eq` handles the other case.

`single_charge_sum` is the core. Its intermediate claim `key` removes the pole: `geom_sum₂_mul` supplies the factorisation, and `linear_combination` checks the cross-multiplied identity. The proof also confirms that w_j ≠ z, since equality would force z^N = R^N. After `Finset.sum_comm` exchanges the sums over j and m, `Finset.sum_eq_single (N - 1 - k)` selects the surviving term. To exclude the others, the proof supposes k + 1 + m = N·c and examines c = 0, c = 1 and c ≥ 2. The first and last are impossible in the allowed range, and c = 1 gives back the selected m.

`pow_ne_of_inside` compares norms to show that an interior charge meets the condition z^N ≠ R^N. `extracted_eq` exchanges the sums over nodes and charges, applies the one-charge result to each i, and divides through by R^N.

`aliasing_error` subtracts the true moment term by term, after checking that 1 − u_i is nonzero. `aliasing_bound` combines the triangle inequality for the sum with the reverse triangle inequality `norm_sub_norm_le` for the denominator. In `aliasing_bound_attained` the index type is `Unit`, meaning one charge, and the error factor is a nonnegative real number, so taking its norm loses nothing.

`extracted_tendsto` first finds the limit of the closed formula, using the fact that powers of a number with norm below 1 tend to zero. It then transfers that limit to the sampled moment, because the two agree for every N > k.
